# The high-frequency polarizability of a finite-level system as a double commutator

## A vanishing shift hides its coefficient

Compute the ac Stark shift of a level from a finite list of energies and transition elements, then raise the frequency $w$. The shift goes to zero whatever the list was. Its vanishing therefore says nothing about whether the leading coefficient, that of $1/w^2$, is right. For a single charge $q$ of mass $m$, bound by a local potential and driven by a field $F\cos(wt)$, the shift should approach the ponderomotive energy $q^2F^2/(4mw^2)$. A truncated list of levels can give another coefficient, even one of the opposite sign when the level is not the lowest in the list, and the decay of the shift does not reveal it.

The coefficient can be read off from the matrices themselves. Let $H$ be the diagonal matrix of the energies $E_k$, let $X$ be the Hermitian matrix of the position along the field, and let $g$ be the level of interest. With $\hbar=1$ and $d_k=E_k-E_g$, the dynamic polarizability, without the factor $q^2$, is

$$\alpha(w)=\sum_k\frac{2d_k|X_{kg}|^2}{d_k^2-w^2}.$$

The result is

$$\lim_{w\to\infty}w^2\alpha(w)=-[X,[H,X]]_{gg},\qquad [A,B]=AB-BA.$$

For a sum-over-states polarizability built from finite matrices, this gives a test of the high-frequency tail that needs only two commutators.

## From the polarizability to an energy-weighted sum

Define the energy-weighted sum of the transition strengths,

$$S=\sum_k 2d_k|X_{kg}|^2 .$$

Take $w$ with $w^2\neq d_k^2$ for every $k$. For one level,

$$w^2\,\frac{2d_k|X_{kg}|^2}{d_k^2-w^2}+2d_k|X_{kg}|^2
=2d_k|X_{kg}|^2\,\frac{w^2+d_k^2-w^2}{d_k^2-w^2}
=\frac{2d_k^3|X_{kg}|^2}{d_k^2-w^2}.$$

Summing over $k$ gives an exact expression for the deviation from the limit:

$$w^2\alpha(w)+S=\sum_k\frac{2d_k^3|X_{kg}|^2}{d_k^2-w^2}.$$

Now let $D$ be a bound on all the $|d_k|$, and let $w>D$. Then $|d_k^2-w^2|=w^2-d_k^2\ge w^2-D^2>0$, so

$$|w^2\alpha(w)+S|\le\frac{1}{w^2-D^2}\sum_k2|d_k|^3|X_{kg}|^2 .$$

The sum on the right is a fixed number, because there are finitely many levels. The right-hand side tends to zero, and hence $w^2\alpha(w)\to-S$.

## From the energy-weighted sum to the commutator

Since $H$ is diagonal, $[H,X]_{jk}=(E_j-E_k)X_{jk}$. Expanding the outer commutator gives

$$\begin{aligned}
[X,[H,X]]_{gg}
&=\sum_k\bigl(X_{gk}[H,X]_{kg}-[H,X]_{gk}X_{kg}\bigr)\\
&=\sum_k\bigl(X_{gk}(E_k-E_g)X_{kg}-(E_g-E_k)X_{gk}X_{kg}\bigr)\\
&=\sum_k2d_kX_{gk}X_{kg}.
\end{aligned}$$

Hermiticity means $X_{gk}=\overline{X_{kg}}$, so $X_{gk}X_{kg}=|X_{kg}|^2$ and the last line is $S$. This proves the limit.

## The ponderomotive value

The induced dipole is $q^2\alpha(w)F\cos(wt)$. Half of its interaction energy with the field is $-\tfrac12q^2\alpha(w)F^2\cos^2(wt)$, and the average of this expression over a cycle is the second-order shift

$$\Delta(w)=-\frac{q^2F^2}{4}\,\alpha(w).$$

The limit above gives $w^2\Delta(w)\to q^2F^2S/4$. If $[X,[H,X]]_{gg}=1/m$, then $S=1/m$ and

$$w^2\Delta(w)\to\frac{q^2F^2}{4m},$$

which is $w^2$ times the ponderomotive energy.

The condition on the commutator stands for the canonical commutation relation. For a particle with Hamiltonian $p^2/(2m)+V(x)$, the potential commutes with $x$, so $[H,x]=-ip/m$ and $[x,[H,x]]=1/m$. For finite matrices this must be assumed, and it can't be assumed for every level with the same finite $m$: the trace of a commutator of finite matrices is zero, so the diagonal elements of $[X,[H,X]]$ add up to zero. It is therefore imposed on the single level $g$.

In a truncated basis, the relevant quantity is the commutator of the truncated matrices. Truncating the exact operator $[x,[H,x]]$ would return $1/m$ on the diagonal and would miss the error that the truncation makes in $\alpha$.

## Two levels in numbers

Take energies $0$ and $1/2$, with $X_{01}=X_{10}=1$ and zero diagonal elements. For the lower level the only transition has $d=1/2$, so $S=2\cdot\tfrac12\cdot1=1$. The commutators are

$$[H,X]=\begin{pmatrix}0&-\tfrac12\\ \tfrac12&0\end{pmatrix},\qquad
[X,[H,X]]=\begin{pmatrix}1&0\\0&-1\end{pmatrix}.$$

The lower level thus meets the ponderomotive condition with $m=1$. At $w=2$,

$$w^2\alpha(w)=\frac{4}{1/4-4}=-\frac{16}{15},$$

which deviates from the limit $-1$ by $-1/15$. The bound with $D=1/2$ gives $(2\cdot\tfrac18)/(4-\tfrac14)=1/15$, so it is attained here. For the upper level $S=-1$, and $w^2\Delta(w)$ tends to $-q^2F^2/4$: a shift of the opposite sign to that of a free particle of mass $1$.

## What the Lean statements say

The index type `n` is any finite type, and its elements label the levels. The energies are a function `E : n → ℝ` with no ordering, so `g` may be any level. The theorems also allow degeneracies, but if the field couples `g` in second order to another state of the same energy, the physical shifts are the eigenvalues of a matrix, and `starkShift` gives only a diagonal element of it. The matrix `X` has complex entries, and `hamiltonian E` is the complex diagonal matrix of the real energies. The functions `polarizability` and `weightedStrength` are the real sums $\alpha(w)$ and $S$; `comm A B` is $AB-BA$.

The main theorem, `polarizability_high_frequency_limit`, assumes that `X` is Hermitian and nothing else. In its conclusion, `Tendsto … atTop` is the limit $w\to+\infty$, and `𝓝` marks the limiting value. The real quantity $w^2\alpha(w)$ is regarded as a complex number there, because a matrix element of the commutator is complex. At an exact resonance Lean's division by zero makes the affected term zero, which has no influence on the limit, since $w$ eventually exceeds every transition energy. The function `starkShift` represents the physical shift only away from resonances and for $w\neq0$; at $w=0$ the field is static, and the formula gives half of the static second-order shift.

The theorem `starkShift_ponderomotive_limit` adds the hypothesis `hm`, which says $m\,[X,[H,X]]_{gg}=1$. This forces $m\neq0$ but not $m>0$, so the positive mass of a physical particle is a special case.

The model has finitely many discrete levels, without a continuum or line widths. The formulas for $\alpha$ and for the shift are definitions; they are not derived from the time-dependent Schrödinger equation. The limit concerns the second-order shift at fixed field amplitude and makes no statement about higher orders.

## A version for a Hamiltonian that is not diagonal

The Hamiltonian could also have been modelled as a general Hermitian matrix, with the level given by a normalised eigenvector $v$. The right-hand side would then be $-\langle v,[X,[H,X]]v\rangle$, and the polarizability would be a sum over an orthonormal eigenbasis of $H$ containing $v$. That statement could be applied directly to a Hamiltonian in an orthonormal basis that does not diagonalise it. Its proof would need one more step, the unitary change to the eigenbasis, after which the calculation is the one given here.

## The complete Lean file

```lean
import Mathlib

open Filter Topology

namespace PonderomotiveSumRule

noncomputable section

variable {n : Type*} [Fintype n]

/-- The dynamic polarizability of level `g` at frequency `w`, as a sum over all levels
(units with ħ = 1). -/
def polarizability (E : n → ℝ) (X : Matrix n n ℂ) (g : n) (w : ℝ) : ℝ :=
  ∑ k, 2 * (E k - E g) * ‖X k g‖ ^ 2 / ((E k - E g) ^ 2 - w ^ 2)

/-- The energy-weighted sum of the transition strengths out of level `g`. -/
def weightedStrength (E : n → ℝ) (X : Matrix n n ℂ) (g : n) : ℝ :=
  ∑ k, 2 * (E k - E g) * ‖X k g‖ ^ 2

/-- The ac Stark shift of level `g` for a charge `q` in the field `F cos (w t)`, to second order in
the field, if `g` is not degenerate. -/
def starkShift (E : n → ℝ) (X : Matrix n n ℂ) (g : n) (q F w : ℝ) : ℝ :=
  -(q * F) ^ 2 / 4 * polarizability E X g w

/-- When `w ^ 2` differs from the square of every energy difference `E k - E g`,
the deviation of `w ^ 2 * α(w)` from minus the weighted strength is an explicit sum
over levels. -/
theorem polarizability_remainder (E : n → ℝ) (X : Matrix n n ℂ) (g : n) (w : ℝ)
    (hw : ∀ k, (E k - E g) ^ 2 ≠ w ^ 2) :
    w ^ 2 * polarizability E X g w + weightedStrength E X g =
      ∑ k, 2 * (E k - E g) ^ 3 * ‖X k g‖ ^ 2 / ((E k - E g) ^ 2 - w ^ 2) := by
  unfold polarizability weightedStrength
  rw [Finset.mul_sum, ← Finset.sum_add_distrib]
  refine Finset.sum_congr rfl fun k _ => ?_
  have h : (E k - E g) ^ 2 - w ^ 2 ≠ 0 := sub_ne_zero.mpr (hw k)
  have hc := div_mul_cancel₀ (2 * (E k - E g) * ‖X k g‖ ^ 2) h
  rw [eq_div_iff h]
  linear_combination w ^ 2 * hc

/-- For a frequency above a bound `D` on all transition energies, the deviation of
`w ^ 2 * α(w)` from minus the weighted strength is at most a constant over
`w ^ 2 - D ^ 2`. -/
theorem polarizability_remainder_bound (E : n → ℝ) (X : Matrix n n ℂ) (g : n) (D w : ℝ)
    (hD : ∀ k, |E k - E g| ≤ D) (hw : D < w) :
    |w ^ 2 * polarizability E X g w + weightedStrength E X g| ≤
      (∑ k, 2 * |E k - E g| ^ 3 * ‖X k g‖ ^ 2) / (w ^ 2 - D ^ 2) := by
  have hD0 : 0 ≤ D := (abs_nonneg _).trans (hD g)
  have hDw : D ^ 2 < w ^ 2 := by nlinarith
  have hd : ∀ k, (E k - E g) ^ 2 ≤ D ^ 2 := fun k => by
    have h := pow_le_pow_left₀ (abs_nonneg _) (hD k) 2
    rwa [sq_abs] at h
  rw [polarizability_remainder E X g w fun k => ((hd k).trans_lt hDw).ne, Finset.sum_div]
  -- estimate level by level
  refine (Finset.abs_sum_le_sum_abs _ _).trans (Finset.sum_le_sum fun k _ => ?_)
  have hk := hd k
  have hneg : (E k - E g) ^ 2 - w ^ 2 < 0 := by linarith
  have hnum : |2 * (E k - E g) ^ 3 * ‖X k g‖ ^ 2| = 2 * |E k - E g| ^ 3 * ‖X k g‖ ^ 2 := by
    rw [abs_mul, abs_mul, abs_pow, abs_of_pos (show (0 : ℝ) < 2 by norm_num),
      abs_of_nonneg (sq_nonneg ‖X k g‖)]
  rw [abs_div, abs_of_neg hneg, hnum]
  exact div_le_div_of_nonneg_left (by positivity) (by linarith) (by linarith)

/-- At high frequency `w ^ 2 * α(w)` tends to minus the energy-weighted strength. -/
theorem tendsto_sq_mul_polarizability (E : n → ℝ) (X : Matrix n n ℂ) (g : n) :
    Tendsto (fun w : ℝ => w ^ 2 * polarizability E X g w) atTop
      (𝓝 (-weightedStrength E X g)) := by
  -- the sum of all transition energies bounds each of them
  let D : ℝ := ∑ j, |E j - E g|
  have hD : ∀ k, |E k - E g| ≤ D := fun k =>
    Finset.single_le_sum (f := fun j => |E j - E g|) (fun j _ => abs_nonneg _)
      (Finset.mem_univ k)
  have hden : Tendsto (fun w : ℝ => w ^ 2 - D ^ 2) atTop atTop := by
    simp only [sub_eq_add_neg]
    exact tendsto_atTop_add_const_right atTop (-D ^ 2) (tendsto_pow_atTop two_ne_zero)
  have h0 : Tendsto (fun w : ℝ => w ^ 2 * polarizability E X g w + weightedStrength E X g)
      atTop (𝓝 0) := by
    refine squeeze_zero_norm' ?_
      (hden.const_div_atTop (∑ k, 2 * |E k - E g| ^ 3 * ‖X k g‖ ^ 2))
    filter_upwards [eventually_gt_atTop D] with w hw
    rw [Real.norm_eq_abs]
    exact polarizability_remainder_bound E X g D w hD hw
  have h := h0.sub_const (weightedStrength E X g)
  simpa using h

/-- The commutator of two matrices. -/
def comm (A B : Matrix n n ℂ) : Matrix n n ℂ := A * B - B * A

variable [DecidableEq n]

/-- The unperturbed Hamiltonian in its eigenbasis, with energies `E`. -/
def hamiltonian (E : n → ℝ) : Matrix n n ℂ := Matrix.diagonal fun k => (E k : ℂ)

/-- Each matrix element of `[H, X]` is that of `X` times the energy difference. -/
theorem comm_hamiltonian_apply (E : n → ℝ) (X : Matrix n n ℂ) (j k : n) :
    comm (hamiltonian E) X j k = ((E j : ℂ) - E k) * X j k := by
  unfold comm hamiltonian
  rw [Matrix.sub_apply, Matrix.diagonal_mul, Matrix.mul_diagonal]
  ring

/-- The sum rule: the diagonal element of `[X, [H, X]]` in level `g` is the
energy-weighted strength of the transitions out of `g`. -/
theorem double_commutator_sum_rule (E : n → ℝ) {X : Matrix n n ℂ} (hX : X.IsHermitian)
    (g : n) :
    comm X (comm (hamiltonian E) X) g g = (weightedStrength E X g : ℂ) := by
  -- Hermiticity turns the product of amplitudes into a transition strength
  have hx : ∀ k, X g k * X k g = (‖X k g‖ : ℂ) ^ 2 := fun k => by
    have h := hX.apply g k
    rw [← h, Complex.star_def, mul_comm, Complex.mul_conj, Complex.normSq_eq_norm_sq]
    push_cast
    rfl
  change (X * comm (hamiltonian E) X - comm (hamiltonian E) X * X) g g = _
  rw [Matrix.sub_apply, Matrix.mul_apply, Matrix.mul_apply, ← Finset.sum_sub_distrib,
    weightedStrength, Complex.ofReal_sum]
  refine Finset.sum_congr rfl fun k _ => ?_
  rw [comm_hamiltonian_apply E X k g, comm_hamiltonian_apply E X g k]
  push_cast
  linear_combination (2 * ((E k : ℂ) - E g)) * hx k

/-- As the frequency tends to infinity, `w ^ 2 * α(w)` tends to minus the diagonal
element of `[X, [H, X]]` in the level `g`. -/
theorem polarizability_high_frequency_limit (E : n → ℝ) {X : Matrix n n ℂ}
    (hX : X.IsHermitian) (g : n) :
    Tendsto (fun w : ℝ => ((w ^ 2 * polarizability E X g w : ℝ) : ℂ)) atTop
      (𝓝 (-(comm X (comm (hamiltonian E) X) g g))) := by
  rw [double_commutator_sum_rule E hX g, ← Complex.ofReal_neg]
  exact (Complex.continuous_ofReal.tendsto _).comp (tendsto_sq_mul_polarizability E X g)

/-- If the diagonal element of `[X, [H, X]]` in level `g` is `1 / m`, then `w ^ 2` times
`starkShift` for that level tends to `(q F) ^ 2 / (4 m)` at high frequency. -/
theorem starkShift_ponderomotive_limit (E : n → ℝ) {X : Matrix n n ℂ}
    (hX : X.IsHermitian) (g : n) (q F m : ℝ)
    (hm : (m : ℂ) * comm X (comm (hamiltonian E) X) g g = 1) :
    Tendsto (fun w : ℝ => w ^ 2 * starkShift E X g q F w) atTop
      (𝓝 ((q * F) ^ 2 / (4 * m))) := by
  rw [double_commutator_sum_rule E hX g] at hm
  have hS : m * weightedStrength E X g = 1 := by exact_mod_cast hm
  have hm0 : m ≠ 0 := by
    intro h
    simp [h] at hS
  have e : -(q * F) ^ 2 / 4 * -weightedStrength E X g = (q * F) ^ 2 / (4 * m) := by
    rw [eq_div_iff (mul_ne_zero four_ne_zero hm0)]
    linear_combination (q * F) ^ 2 * hS
  have h := (tendsto_sq_mul_polarizability E X g).const_mul (-(q * F) ^ 2 / 4)
  rw [e] at h
  refine h.congr fun w => ?_
  unfold starkShift
  ring

/-- A two-level system with energies 0 and 1/2 and unit transition element has a Hermitian
`X` and meets the condition on `[X, [H, X]]` in its lower level with `m = 1`. -/
theorem starkShift_ponderomotive_limit_witness :
    (!![0, 1; 1, 0] : Matrix (Fin 2) (Fin 2) ℂ).IsHermitian ∧
      ((1 : ℝ) : ℂ) * comm !![0, 1; 1, 0]
        (comm (hamiltonian ![0, 1 / 2]) !![0, 1; 1, 0]) (0 : Fin 2) 0 = 1 := by
  have hX : (!![0, 1; 1, 0] : Matrix (Fin 2) (Fin 2) ℂ).IsHermitian :=
    Matrix.IsHermitian.ext fun i j => by fin_cases i <;> fin_cases j <;> simp
  refine ⟨hX, ?_⟩
  rw [double_commutator_sum_rule _ hX]
  norm_num [weightedStrength, Fin.sum_univ_two]

end

end PonderomotiveSumRule
```

```lean
#print axioms PonderomotiveSumRule.polarizability_high_frequency_limit
#print axioms PonderomotiveSumRule.starkShift_ponderomotive_limit
```

```
'PonderomotiveSumRule.polarizability_high_frequency_limit' depends on axioms: [propext, Classical.choice, Quot.sound]
'PonderomotiveSumRule.starkShift_ponderomotive_limit' depends on axioms: [propext, Classical.choice, Quot.sound]
```

## How the proof follows the calculation

**The exact remainder.** `polarizability_remainder` joins the two sums and compares them level by level. Its hypothesis `hw` excludes resonances and, through the term $k=g$, also $w=0$. The lemma `eq_div_iff` multiplies both sides by the denominator $d_k^2-w^2$ of the right-hand side, and `hc` states that this factor cancels the denominator in the polarizability. With `hc`, `linear_combination` checks the remaining polynomial identity, the one-level calculation above.

**The bound.** `polarizability_remainder_bound` first obtains $d_k^2\le D^2<w^2$, so that the exact remainder applies. The triangle inequality `Finset.abs_sum_le_sum_abs` moves the absolute value inside the sum. For each level, `hneg` records that the denominator is negative, and `div_le_div_of_nonneg_left` replaces $w^2-d_k^2$ by the smaller number $w^2-D^2$.

**The limit.** `tendsto_sq_mul_polarizability` needs some $D$ that works for all levels, and takes $D=\sum_j|d_j|$. This is larger than necessary, but it avoids a maximum. The proof shows that $w^2-D^2$ tends to infinity, so that a constant divided by it tends to zero. Then `squeeze_zero_norm'` transfers this to $w^2\alpha(w)+S$, using the bound only for $w>D$. Subtracting the constant $S$ gives the claim.

**The sum rule.** `comm_hamiltonian_apply` is the formula for $[H,X]_{jk}$. In `double_commutator_sum_rule`, the auxiliary statement `hx` is $X_{gk}X_{kg}=|X_{kg}|^2$, the one place where Hermiticity enters the calculation. The two matrix products are expanded and merged into one sum. Each term is then settled by `linear_combination`, which multiplies `hx k` by $2d_k$.

**The two conclusions.** `polarizability_high_frequency_limit` rewrites the commutator as $S$ and carries the real limit over to the complex numbers by the continuity of the embedding `Complex.ofReal`. For the Stark shift, `hm` becomes the real equation $mS=1$. The proof multiplies the limit of $w^2\alpha(w)$ by $-q^2F^2/4$ and uses this equation to write the result as $q^2F^2/(4m)$.

**The two-level example.** `starkShift_ponderomotive_limit_witness` verifies that the matrix from the numerical example is Hermitian and that its lower level satisfies the commutator condition with $m=1$. It applies the sum rule and evaluates the sum over two levels, so the assumptions of the ponderomotive theorem are met by an actual finite system.
